# A normalised soft mode v with eigenvalue μ ≠ 0 adds ⟨g,v⟩⟨h,v⟩/μ to the paramagnetic response, with a remainder of at most ‖g‖‖h‖/δ for a gap δ

Take two orbital-rotation modes with stability matrix H = diag(μ, δ), where μ ≠ 0 and δ > 0. Two perturbations have gradients g = (g₀, g₁) and h = (h₀, h₁) with respect to these rotations. Up to a constant prefactor and sign, the orbital-relaxation part of the second-order response is

g·H⁻¹h = g₀h₀/μ + g₁h₁/δ.

As μ → 0 the first term diverges unless g₀h₀ = 0, while the second does not change. The same separation holds for any finite real symmetric H with one soft eigenvector, provided that the other directions stay stiff.

## Stability matrix, soft mode and response

Orbital rotations are labelled by a finite type `n`, and amplitudes and gradients are real vectors `n → ℝ`. In the code `⬝ᵥ` is the dot product, written x·y or ⟨x,y⟩ here, and `*ᵥ` applies a matrix to a vector.

In Lean 4 with Mathlib:

```lean
import Mathlib

open Filter Topology Matrix

namespace ParamagneticShieldingPole

noncomputable section

variable {n : Type*} [Fintype n]
```

The length is Euclidean, ‖x‖ = √(x·x). It is defined explicitly because Mathlib's default norm on `n → ℝ` is the largest absolute component.

```lean
/-- Euclidean length of a real vector of orbital-rotation amplitudes. -/
def len (x : n → ℝ) : ℝ := √(x ⬝ᵥ x)
```

For a unit vector v, the hard part of x is what remains after projecting v out:

x⊥ = x − (x·v)v.

```lean
/-- The vector `x - (x ⬝ᵥ v) • v`. For a unit vector `v` this is the hard part of `x`: what remains
after removing its component along `v`. -/
def perp (v x : n → ℝ) : n → ℝ := x - (x ⬝ᵥ v) • v
```

The assumptions on H are Hᵀ = H, v·v = 1, Hv = μv, and

δ(y·y) ≤ y·Hy whenever y·v = 0, with δ > 0.

The last condition is postulated, not derived from an electronic Hamiltonian. It says that every rotation orthogonal to the soft one costs energy with curvature at least δ. The sign of μ is left free, so a reference state beyond the instability, with μ < 0, is included.

```lean
/-- The symmetric stability matrix `H` has the unit eigenvector `v` with eigenvalue `μ`, and its
quadratic form is at least `δ > 0` times the squared length on vectors orthogonal to `v`. -/
structure SoftMode (H : Matrix n n ℝ) (v : n → ℝ) (μ δ : ℝ) : Prop where
  isSymm : H.IsSymm
  unit : v ⬝ᵥ v = 1
  eig : H *ᵥ v = μ • v
  gap_pos : 0 < δ
  gap : ∀ y : n → ℝ, y ⬝ᵥ v = 0 → δ * (y ⬝ᵥ y) ≤ y ⬝ᵥ H *ᵥ y
```

The paramagnetic shielding term is modelled as g·H⁻¹h, without its constant prefactor and sign. For shielding, g and h stand for the orbital-rotation gradients of two perturbations, one due to a component of the external magnetic field and one due to a component of the nuclear magnetic moment, and H for the Hessian that governs the response to magnetic perturbations. The construction of all three from orbitals and integrals is not modelled.

```lean
/-- The paramagnetic response `⟨g, H⁻¹ h⟩` of the gradients `g` and `h` of two perturbations. -/
def response [DecidableEq n] (H : Matrix n n ℝ) (g h : n → ℝ) : ℝ := g ⬝ᵥ H⁻¹ *ᵥ h
```

## Splitting off the soft component

The Cauchy-Schwarz inequality, (Σᵢ xᵢyᵢ)² ≤ (Σᵢ xᵢ²)(Σᵢ yᵢ²), gives |x·y| ≤ ‖x‖‖y‖ on taking square roots.

```lean
/-- Cauchy-Schwarz inequality for amplitude vectors. -/
theorem abs_dot_le (x y : n → ℝ) : |x ⬝ᵥ y| ≤ len x * len y := by
  have hx : 0 ≤ x ⬝ᵥ x := Finset.sum_nonneg fun i _ => mul_self_nonneg (x i)
  unfold len
  rw [← Real.sqrt_mul hx]
  apply Real.abs_le_sqrt
  have h := Finset.sum_mul_sq_le_sq_mul_sq Finset.univ x y
  simpa only [dotProduct, pow_two] using h
```

Expanding the product of two hard parts and using v·v = 1,

g⊥·x⊥ = g·x − 2(g·v)(x·v) + (g·v)(x·v) = g·x − (g·v)(x·v).

```lean
/-- The inner product of two hard parts is the full inner product minus the product of the
components along the unit mode `v`. -/
theorem perp_dot_perp {v : n → ℝ} (hv : v ⬝ᵥ v = 1) (g x : n → ℝ) :
    perp v g ⬝ᵥ perp v x = g ⬝ᵥ x - (g ⬝ᵥ v) * (x ⬝ᵥ v) := by
  simp only [perp, sub_dotProduct, dotProduct_sub, smul_dotProduct, dotProduct_smul,
    smul_eq_mul, hv, dotProduct_comm v x]
  ring
```

Symmetry lets H act to the left on its eigenvector:

v·Hx = (Hv)·x = μ(v·x).

```lean
/-- The component of `H x` along the soft mode is `μ` times that of `x`. -/
theorem SoftMode.dot_mulVec {H : Matrix n n ℝ} {v : n → ℝ} {μ δ : ℝ}
    (hs : SoftMode H v μ δ) (x : n → ℝ) : v ⬝ᵥ H *ᵥ x = μ * (v ⬝ᵥ x) := by
  rw [Matrix.dotProduct_mulVec, ← Matrix.mulVec_transpose, hs.isSymm.eq, hs.eig,
    smul_dotProduct, smul_eq_mul]
```

Hence H commutes with taking the hard part:

H x⊥ = Hx − (x·v)μv = Hx − (Hx·v)v = (Hx)⊥.

Since x⊥ is orthogonal to v, the gap condition and Cauchy-Schwarz give

δ‖x⊥‖² ≤ x⊥·Hx⊥ = x⊥·(Hx)⊥ ≤ ‖x⊥‖‖(Hx)⊥‖.

If x⊥ ≠ 0, dividing by δ‖x⊥‖ yields ‖x⊥‖ ≤ ‖(Hx)⊥‖/δ; if x⊥ = 0, the bound is immediate. The proof makes the same case distinction at `rcases`.

```lean
/-- The length of the hard part of the amplitudes `x` is at most the length of the hard part of the
driving gradient `H x` divided by the gap `δ`. -/
theorem SoftMode.len_perp_le {H : Matrix n n ℝ} {v : n → ℝ} {μ δ : ℝ}
    (hs : SoftMode H v μ δ) (x : n → ℝ) :
    len (perp v x) ≤ len (perp v (H *ᵥ x)) / δ := by
  -- `H` commutes with the removal of the soft component
  have hH : H *ᵥ perp v x = perp v (H *ᵥ x) := by
    unfold perp
    rw [Matrix.mulVec_sub, Matrix.mulVec_smul, hs.eig, smul_smul,
      dotProduct_comm (H *ᵥ x) v, hs.dot_mulVec, dotProduct_comm x v, mul_comm (v ⬝ᵥ x) μ]
  have ho : perp v x ⬝ᵥ v = 0 := by
    simp [perp, sub_dotProduct, smul_dotProduct, hs.unit]
  have h1 := hs.gap (perp v x) ho
  rw [hH] at h1
  have h2 := (le_abs_self _).trans (abs_dot_le (perp v x) (perp v (H *ᵥ x)))
  have h3 : len (perp v x) ^ 2 = perp v x ⬝ᵥ perp v x :=
    Real.sq_sqrt (Finset.sum_nonneg fun i _ => mul_self_nonneg (perp v x i))
  rw [← h3] at h1
  have hz : 0 ≤ len (perp v (H *ᵥ x)) := Real.sqrt_nonneg _
  have hy : 0 ≤ len (perp v x) := Real.sqrt_nonneg _
  rw [le_div_iff₀ hs.gap_pos]
  rcases eq_or_lt_of_le hy with h0 | h0
  · rw [← h0, zero_mul]
    exact hz
  · exact le_of_mul_le_mul_left (by nlinarith) h0
```

## Invertibility and the pole

If μ = 0, then Hv = 0 with v ≠ 0, and H is singular. Conversely, let μ ≠ 0 and Hx = 0. Then 0 = v·Hx = μ(v·x), so x is orthogonal to v. The gap condition now gives δ(x·x) ≤ x·Hx = 0, and x = 0. Invertibility is expressed as `IsUnit H.det`.

```lean
variable [DecidableEq n]

/-- The stability matrix is invertible exactly when the soft eigenvalue is nonzero. -/
theorem SoftMode.isUnit_det_iff {H : Matrix n n ℝ} {v : n → ℝ} {μ δ : ℝ}
    (hs : SoftMode H v μ δ) : IsUnit H.det ↔ μ ≠ 0 := by
  constructor
  · intro hu h0
    refine hu.ne_zero (Matrix.exists_mulVec_eq_zero_iff.1 ⟨v, ?_, ?_⟩)
    · intro hv
      have h1 := hs.unit
      rw [hv] at h1
      simp at h1
    · rw [hs.eig, h0, zero_smul]
  · intro hμ
    rw [isUnit_iff_ne_zero]
    intro h0
    obtain ⟨x, hx, hHx⟩ := Matrix.exists_mulVec_eq_zero_iff.2 h0
    -- a null vector has no soft component, and the gap excludes a hard one
    have h1 := hs.dot_mulVec x
    rw [hHx, dotProduct_zero] at h1
    have h2 : v ⬝ᵥ x = 0 := (mul_eq_zero.1 h1.symm).resolve_left hμ
    have h3 := hs.gap x (by rw [dotProduct_comm]; exact h2)
    rw [hHx, dotProduct_zero] at h3
    have h4 : x ⬝ᵥ x ≤ 0 := by
      by_contra hc
      have := mul_pos hs.gap_pos (not_le.1 hc)
      linarith
    exact hx (dotProduct_self_eq_zero.1
      (le_antisymm h4 (Finset.sum_nonneg fun i _ => mul_self_nonneg (x i))))
```

Let μ ≠ 0 and put x = H⁻¹h, so that Hx = h. Then h·v = μ(x·v), and the pole term is the soft part of the inner product g·x:

(g·v)(h·v)/μ = (g·v)(x·v).

Subtracting it leaves the product of hard parts, which the two earlier bounds control:

|g·H⁻¹h − (g·v)(h·v)/μ| = |g⊥·x⊥| ≤ ‖g⊥‖‖x⊥‖ ≤ ‖g⊥‖‖h⊥‖/δ.

In the proof, `generalize` names the solution x and `subst` replaces h by Hx.

```lean
/-- For `μ ≠ 0`, the response minus its pole term is in absolute value at most the product of the
lengths of the hard parts of the two gradients, divided by the gap. -/
theorem SoftMode.response_sub_pole_le_hard {H : Matrix n n ℝ} {v : n → ℝ} {μ δ : ℝ}
    (hs : SoftMode H v μ δ) (hμ : μ ≠ 0) (g h : n → ℝ) :
    |response H g h - (g ⬝ᵥ v) * (h ⬝ᵥ v) / μ| ≤ len (perp v g) * len (perp v h) / δ := by
  have hx : H *ᵥ (H⁻¹ *ᵥ h) = h := by
    rw [Matrix.mulVec_mulVec, Matrix.mul_nonsing_inv _ (hs.isUnit_det_iff.2 hμ),
      Matrix.one_mulVec]
  unfold response
  generalize H⁻¹ *ᵥ h = x at hx ⊢
  subst hx
  -- the pole term is exactly the soft part of the inner product
  have hq : (g ⬝ᵥ v) * ((H *ᵥ x) ⬝ᵥ v) / μ = (g ⬝ᵥ v) * (x ⬝ᵥ v) := by
    rw [dotProduct_comm (H *ᵥ x) v, hs.dot_mulVec, dotProduct_comm v x]
    field_simp
  rw [hq, ← perp_dot_perp hs.unit, mul_div_assoc]
  exact (abs_dot_le _ _).trans
    (mul_le_mul_of_nonneg_left (hs.len_perp_le x) (Real.sqrt_nonneg _))
```

Removing a component never lengthens a vector, because ‖x⊥‖² = ‖x‖² − (x·v)² ≤ ‖x‖². The main theorem follows: for μ ≠ 0, H is invertible and

|⟨g,H⁻¹h⟩ − ⟨g,v⟩⟨h,v⟩/μ| ≤ ‖g‖‖h‖/δ.

```lean
/-- For `μ ≠ 0` the stability matrix is invertible and the paramagnetic response equals the pole
`⟨g,v⟩⟨h,v⟩/μ` up to an error of at most `‖g‖‖h‖/δ`. -/
theorem SoftMode.response_pole {H : Matrix n n ℝ} {v : n → ℝ} {μ δ : ℝ}
    (hs : SoftMode H v μ δ) (hμ : μ ≠ 0) (g h : n → ℝ) :
    IsUnit H.det ∧
      |response H g h - (g ⬝ᵥ v) * (h ⬝ᵥ v) / μ| ≤ len g * len h / δ := by
  refine ⟨hs.isUnit_det_iff.2 hμ, (hs.response_sub_pole_le_hard hμ g h).trans ?_⟩
  -- removing the soft component never lengthens a vector
  have hl : ∀ x : n → ℝ, len (perp v x) ≤ len x := fun x => by
    apply Real.sqrt_le_sqrt
    rw [perp_dot_perp hs.unit]
    nlinarith [mul_self_nonneg (x ⬝ᵥ v)]
  exact div_le_div_of_nonneg_right
    (mul_le_mul (hl g) (hl h) (Real.sqrt_nonneg _) (Real.sqrt_nonneg _)) hs.gap_pos.le
```

For a numerical instance, let H have rows (1.05, −0.95) and (−0.95, 1.05). Its unit eigenvectors are (1, 1)/√2 with μ = 0.1 and (1, −1)/√2 with eigenvalue 2, so δ = 2. For g = h = (1, 0),

- response: 1.05/(1.05² − 0.95²) = 1.05/0.2 = 5.25
- pole term: (1/2)/0.1 = 5
- bound from the hard parts: (1/2)/2 = 0.25
- bound from the full lengths: 1/2 = 0.5

The actual error, 0.25, equals the sharper bound.

For coupled-perturbed shielding calculations in a finite real basis, the estimate says that a modelled response larger in magnitude than ‖g‖‖h‖/δ requires both gradients to overlap with the soft mode, as long as the remaining modes keep the gap δ.

## Approaching the instability

Consider matrices H_k with a common gap δ, nonzero soft eigenvalues μ_k → 0 and soft modes v_k → v₀. Write R_k = g·H_k⁻¹h. Multiplying the main bound by |μ_k| gives

|μ_k R_k − (g·v_k)(h·v_k)| ≤ |μ_k|‖g‖‖h‖/δ → 0.

Since the dot product is continuous, μ_k R_k → (g·v₀)(h·v₀), the residue of the pole. The squeeze is `squeeze_zero_norm`; the matrices H_k themselves need not converge.

```lean
/-- Along stability matrices with a common gap, nonzero soft eigenvalue tending to zero and soft
mode tending to `v₀`, the response times the soft eigenvalue tends to `⟨g,v₀⟩⟨h,v₀⟩`. -/
theorem tendsto_residue {ι : Type*} {l : Filter ι} {H : ι → Matrix n n ℝ} {v : ι → n → ℝ}
    {μ : ι → ℝ} {δ : ℝ} {v₀ : n → ℝ} (hs : ∀ k, SoftMode (H k) (v k) (μ k) δ)
    (hμ : ∀ k, μ k ≠ 0) (hlim : Tendsto μ l (𝓝 0)) (hv : Tendsto v l (𝓝 v₀))
    (g h : n → ℝ) :
    Tendsto (fun k => μ k * response (H k) g h) l (𝓝 ((g ⬝ᵥ v₀) * (h ⬝ᵥ v₀))) := by
  have hc : ∀ a : n → ℝ, Tendsto (fun k => a ⬝ᵥ v k) l (𝓝 (a ⬝ᵥ v₀)) := fun a => by
    have hcont : Continuous fun u : n → ℝ => a ⬝ᵥ u := by
      unfold dotProduct
      fun_prop
    exact (hcont.tendsto v₀).comp hv
  have ha := hlim.abs.mul_const (len g * len h / δ)
  rw [abs_zero, zero_mul] at ha
  -- the regular part of the response is suppressed by the factor `μ`
  have h0 : Tendsto (fun k => μ k * response (H k) g h - (g ⬝ᵥ v k) * (h ⬝ᵥ v k)) l (𝓝 0) := by
    refine squeeze_zero_norm (fun k => ?_) ha
    have hk := hμ k
    have hd : μ k * response (H k) g h - (g ⬝ᵥ v k) * (h ⬝ᵥ v k)
        = μ k * (response (H k) g h - (g ⬝ᵥ v k) * (h ⬝ᵥ v k) / μ k) := by
      field_simp
    rw [Real.norm_eq_abs, hd, abs_mul]
    exact mul_le_mul_of_nonneg_left ((hs k).response_pole hk g h).2 (abs_nonneg _)
  have h1 := h0.add ((hc g).mul (hc h))
  rw [zero_add] at h1
  exact h1.congr fun k => sub_add_cancel _ _
```

If every μ_k is positive and the residue is positive, write R_k = μ_k⁻¹(μ_k R_k). The first factor tends to +∞ and the second to a positive number, so R_k → +∞.

```lean
/-- Along stability matrices with a common gap, positive soft eigenvalue tending to zero and soft
mode tending to `v₀`, the paramagnetic response tends to `+∞` if `⟨g,v₀⟩⟨h,v₀⟩` is positive. -/
theorem tendsto_response_atTop {ι : Type*} {l : Filter ι} {H : ι → Matrix n n ℝ}
    {v : ι → n → ℝ} {μ : ι → ℝ} {δ : ℝ} {v₀ : n → ℝ}
    (hs : ∀ k, SoftMode (H k) (v k) (μ k) δ) (hμ : ∀ k, 0 < μ k)
    (hlim : Tendsto μ l (𝓝 0)) (hv : Tendsto v l (𝓝 v₀)) {g h : n → ℝ}
    (hgh : 0 < (g ⬝ᵥ v₀) * (h ⬝ᵥ v₀)) :
    Tendsto (fun k => response (H k) g h) l atTop := by
  have h1 := tendsto_residue hs (fun k => (hμ k).ne') hlim hv g h
  have h2 : Tendsto μ l (𝓝[>] 0) :=
    tendsto_nhdsWithin_iff.2 ⟨hlim, Eventually.of_forall hμ⟩
  have h3 : Tendsto (fun k => (μ k)⁻¹) l atTop := tendsto_inv_nhdsGT_zero.comp h2
  exact (h3.atTop_mul_pos hgh h1).congr fun k => inv_mul_cancel_left₀ (hμ k).ne' _
```

## A case of equality

Return to H = diag(μ, δ) with v = (1, 0), and take g = h = (0, 1). The pole term vanishes, the response is 1/δ, and ‖g‖‖h‖/δ is also 1/δ. The assumptions are therefore satisfiable for every μ ≠ 0 and δ > 0, and the constant 1/δ in the general bound cannot be lowered.

```lean
/-- For `μ ≠ 0` and `δ > 0`, the two-mode matrix `diag(μ, δ)` has the soft mode `(1, 0)` with
eigenvalue `μ` and gap `δ`, and for both gradients equal to `(0, 1)` the error of the pole formula
equals `‖g‖‖h‖/δ`. -/
theorem softMode_witness {μ δ : ℝ} (hμ : μ ≠ 0) (hδ : 0 < δ) :
    SoftMode !![μ, 0; 0, δ] ![1, 0] μ δ ∧
      |response !![μ, 0; 0, δ] ![0, 1] ![0, 1]
        - (![0, 1] ⬝ᵥ ![1, 0]) * (![0, 1] ⬝ᵥ ![1, 0]) / μ|
        = len ![0, 1] * len ![0, 1] / δ := by
  refine ⟨⟨?_, ?_, ?_, hδ, ?_⟩, ?_⟩
  · unfold Matrix.IsSymm
    ext i j
    fin_cases i <;> fin_cases j <;> simp
  · simp [dotProduct, Fin.sum_univ_two]
  · ext i
    fin_cases i <;> simp [Matrix.mulVec, dotProduct, Fin.sum_univ_two]
  · intro y hy
    have h0 : y 0 = 0 := by simpa [dotProduct, Fin.sum_univ_two] using hy
    have h1 : y ⬝ᵥ !![μ, 0; 0, δ] *ᵥ y = y 0 * (μ * y 0) + y 1 * (δ * y 1) := by
      simp [Matrix.mulVec, dotProduct, Fin.sum_univ_two]
    have h2 : y ⬝ᵥ y = y 0 * y 0 + y 1 * y 1 := by
      simp [dotProduct, Fin.sum_univ_two]
    rw [h1, h2, h0]
    apply le_of_eq
    ring
  · have hinv : (!![μ, 0; 0, δ])⁻¹ = !![μ⁻¹, 0; 0, δ⁻¹] := by
      apply Matrix.inv_eq_right_inv
      ext i j
      fin_cases i <;> fin_cases j <;>
        simp [Matrix.mul_apply, Fin.sum_univ_two, hμ, hδ.ne']
    unfold response len
    rw [hinv]
    simp [Matrix.mulVec, dotProduct, Fin.sum_univ_two, abs_of_pos hδ]

end

end ParamagneticShieldingPole
```

```lean
#print axioms ParamagneticShieldingPole.tendsto_response_atTop
```

```
'ParamagneticShieldingPole.tendsto_response_atTop' depends on axioms: [propext, Classical.choice, Quot.sound]
```
